# A positive function, homogeneous of degree p ≥ 1 on a convex cone, is convex if its sublevel sets are

## Do convex energy contours force a convex energy?

Take $f(x)=x^2$ on the half-line $x>0$. Its sublevel sets are intervals, its root $\sqrt{f(x)}=x$ is additive, and squaring that root gives a convex function. With $f(x)=\sqrt{x}$ the sublevel sets are still intervals and the root $f(x)^{2}=x$ is still additive, but $f$ is not convex.

I suspect that this is general. Suppose an energy is positive on a cone of momenta and scales as $f(tx)=t^p f(x)$ with $p\ge 1$. If every region $f\le r$ is convex, I would expect $f^{1/p}$ to be subadditive and $f$ itself to be convex. Can this be made rigorous, in any dimension, and checked by machine?

## Yes: rescale to the unit level, mix, and scale back

Let $C$ be the cone, closed under multiplication by every $t>0$. Let $f>0$ on $C$ with $f(tx)=t^pf(x)$, and let all sets $\{x\in C: f(x)\le r\}$ be convex.

**A bound for sums.** Let $x,y\in C$ and $a,b>0$ with $f(x)\le a^p$ and $f(y)\le b^p$. Then $f(x/a)=a^{-p}f(x)\le 1$, and likewise $f(y/b)\le 1$. The unit sublevel set is convex, so it contains

$$z=\frac{a}{a+b}\,\frac{x}{a}+\frac{b}{a+b}\,\frac{y}{b}=\frac{x+y}{a+b}.$$

Hence $x+y=(a+b)z$ lies in $C$, and $f(x+y)=(a+b)^pf(z)\le(a+b)^p$.

**Subadditivity.** For $p>0$, choose $a=f(x)^{1/p}$ and $b=f(y)^{1/p}$. Taking the $p$-th root of the bound gives

$$f(x+y)^{1/p}\le f(x)^{1/p}+f(y)^{1/p}.$$

**Convexity.** Let $\alpha,\beta>0$ with $\alpha+\beta=1$, and write $A=f(x)^{1/p}$, $B=f(y)^{1/p}$. Then $f(\alpha x)=\alpha^pA^p=(\alpha A)^p$ and $f(\beta y)=(\beta B)^p$. The bound for sums, applied to $\alpha x$ and $\beta y$, gives

$$f(\alpha x+\beta y)\le(\alpha A+\beta B)^p\le\alpha A^p+\beta B^p=\alpha f(x)+\beta f(y).$$

The second inequality is the convexity of $s\mapsto s^p$ on $s\ge0$, and it is the only place where $p\ge1$ enters. At $p=1$ it is an equality, and $f$ itself is subadditive.

Conversely, if $f$ is convex and $f(x),f(y)\le r$, then $f(\alpha x+\beta y)\le\alpha r+\beta r=r$, so the sublevel sets are convex.

## Two momenta with numbers

Take the kinetic energy $T(k)=k_1^2/(2m_1)+k_2^2/(2m_2)$ with $m_1=1/2$ and $m_2=1/8$, so $T(k)=k_1^2+4k_2^2$ and $p=2$. For $x=(3,2)$ and $y=(8,-3)$ the energies are $25$ and $100$, with roots $5$ and $10$. The sum $(11,-1)$ has energy $125\le(5+10)^2=225$. At the midpoint the chain of inequalities reads $31.25\le 7.5^2=56.25\le 62.5$.

## The Lean file

```lean
import Mathlib

open Set

namespace HomogeneousSublevelConvexity

noncomputable section

variable {E : Type*} [AddCommGroup E] [Module ℝ E]

/-- The set `C` is closed under scaling by positive factors. -/
def IsScalingCone (C : Set E) : Prop :=
  ∀ x ∈ C, ∀ t : ℝ, 0 < t → t • x ∈ C

/-- The scaling law `f (t x) = t ^ p * f x` on `C`, for all positive factors `t`. -/
def HomogeneousOn (C : Set E) (p : ℝ) (f : E → ℝ) : Prop :=
  ∀ x ∈ C, ∀ t : ℝ, 0 < t → f (t • x) = t ^ p * f x

/-- A function that is positive on `C` and homogeneous of positive degree there
can only live on a set without the origin. -/
theorem zero_notMem {C : Set E} {p : ℝ} {f : E → ℝ} (hp : 0 < p)
    (hf : HomogeneousOn C p f) (hpos : ∀ x ∈ C, 0 < f x) : (0 : E) ∉ C := by
  intro h0
  have h := hf 0 h0 2 (by norm_num)
  rw [smul_zero] at h
  have h2 : (1 : ℝ) < 2 ^ p := Real.one_lt_rpow (by norm_num) hp
  nlinarith [hpos 0 h0]

/-- Let `f` be homogeneous of degree `p` on a cone, with convex sublevel sets, let `x` and `y` lie
in the cone and let `a, b > 0`. If `f x ≤ a ^ p` and `f y ≤ b ^ p`, then `x + y` is again in the
cone and `f (x + y) ≤ (a + b) ^ p`. -/
theorem add_mem_and_le {C : Set E} {p : ℝ} {f : E → ℝ} (hC : IsScalingCone C)
    (hf : HomogeneousOn C p f) (hq : QuasiconvexOn ℝ C f) {x y : E} (hx : x ∈ C) (hy : y ∈ C)
    {a b : ℝ} (ha : 0 < a) (hb : 0 < b) (hxa : f x ≤ a ^ p) (hyb : f y ≤ b ^ p) :
    x + y ∈ C ∧ f (x + y) ≤ (a + b) ^ p := by
  have hs : 0 < a + b := add_pos ha hb
  have ha0 : a ≠ 0 := ha.ne'
  have hb0 : b ≠ 0 := hb.ne'
  have hs0 : a + b ≠ 0 := hs.ne'
  -- rescaling brings both points into the unit sublevel set
  have unit : ∀ z ∈ C, ∀ c : ℝ, 0 < c → f z ≤ c ^ p → c⁻¹ • z ∈ {w ∈ C | f w ≤ 1} := by
    intro z hz c hc hzc
    refine ⟨hC z hz _ (inv_pos.2 hc), ?_⟩
    rw [hf z hz _ (inv_pos.2 hc), Real.inv_rpow hc.le, ← div_eq_inv_mul]
    exact (div_le_one (Real.rpow_pos_of_pos hc p)).2 hzc
  have hw : a / (a + b) + b / (a + b) = 1 := by
    rw [← add_div, div_self hs0]
  have hz := hq 1 (unit x hx a ha hxa) (unit y hy b hb hyb)
    (div_pos ha hs).le (div_pos hb hs).le hw
  -- the sum is a rescaled mixture of the two normalised points
  have e : x + y = (a + b) • ((a / (a + b)) • a⁻¹ • x + (b / (a + b)) • b⁻¹ • y) := by
    match_scalars <;> field_simp
  rw [e]
  refine ⟨hC _ hz.1 _ hs, ?_⟩
  rw [hf _ hz.1 _ hs]
  exact (mul_le_mul_of_nonneg_left hz.2 (Real.rpow_nonneg hs.le p)).trans_eq (mul_one _)

/-- Let `f` be positive and homogeneous of degree `p > 0` on a cone, with convex sublevel sets. Then
the root `f ^ (1/p)` is subadditive on the cone. -/
theorem root_subadditive {C : Set E} {p : ℝ} {f : E → ℝ} (hp : 0 < p) (hC : IsScalingCone C)
    (hf : HomogeneousOn C p f) (hpos : ∀ x ∈ C, 0 < f x) (hq : QuasiconvexOn ℝ C f)
    {x y : E} (hx : x ∈ C) (hy : y ∈ C) :
    f (x + y) ^ (1 / p) ≤ f x ^ (1 / p) + f y ^ (1 / p) := by
  have root : ∀ z ∈ C, f z = (f z ^ (1 / p)) ^ p := fun z hz => by
    rw [one_div, Real.rpow_inv_rpow (hpos z hz).le hp.ne']
  have hA : 0 < f x ^ (1 / p) := Real.rpow_pos_of_pos (hpos x hx) _
  have hB : 0 < f y ^ (1 / p) := Real.rpow_pos_of_pos (hpos y hy) _
  obtain ⟨hm, hle⟩ := add_mem_and_le hC hf hq hx hy hA hB (root x hx).le (root y hy).le
  refine (Real.rpow_le_rpow (hpos _ hm).le hle (one_div_pos.2 hp).le).trans_eq ?_
  rw [one_div, Real.rpow_rpow_inv (by rw [one_div] at hA hB; exact (add_pos hA hB).le) hp.ne']

/-- Let `f` be positive and homogeneous of degree `p ≥ 1` on a cone, with convex sublevel sets.
Then `f ^ (1/p)` is subadditive and `f` is convex. -/
theorem subadditive_and_convex {C : Set E} {p : ℝ} {f : E → ℝ} (hp : 1 ≤ p)
    (hC : IsScalingCone C) (hf : HomogeneousOn C p f) (hpos : ∀ x ∈ C, 0 < f x)
    (hq : QuasiconvexOn ℝ C f) :
    (∀ x ∈ C, ∀ y ∈ C, f (x + y) ^ (1 / p) ≤ f x ^ (1 / p) + f y ^ (1 / p)) ∧
      ConvexOn ℝ C f := by
  have hp0 : 0 < p := lt_of_lt_of_le one_pos hp
  refine ⟨fun x hx y hy => root_subadditive hp0 hC hf hpos hq hx hy, ?_⟩
  refine convexOn_iff_forall_pos.2 ⟨?_, ?_⟩
  · intro x hx y hy a b ha hb hab
    exact (hq (max (f x) (f y)) ⟨hx, le_max_left _ _⟩ ⟨hy, le_max_right _ _⟩ ha hb hab).1
  · intro x hx y hy α β hα hβ hαβ
    obtain ⟨A, hA, hAx⟩ : ∃ A : ℝ, 0 < A ∧ A ^ p = f x :=
      ⟨f x ^ p⁻¹, Real.rpow_pos_of_pos (hpos x hx) _,
        Real.rpow_inv_rpow (hpos x hx).le hp0.ne'⟩
    obtain ⟨B, hB, hBy⟩ : ∃ B : ℝ, 0 < B ∧ B ^ p = f y :=
      ⟨f y ^ p⁻¹, Real.rpow_pos_of_pos (hpos y hy) _,
        Real.rpow_inv_rpow (hpos y hy).le hp0.ne'⟩
    -- bound the mixture by the p-th power of the mixed roots
    have h := (add_mem_and_le hC hf hq (hC x hx α hα) (hC y hy β hβ)
      (mul_pos hα hA) (mul_pos hβ hB)
      (le_of_eq (by rw [hf x hx α hα, Real.mul_rpow hα.le hA.le, hAx]))
      (le_of_eq (by rw [hf y hy β hβ, Real.mul_rpow hβ.le hB.le, hBy]))).2
    -- then use convexity of the p-th power
    have j := (convexOn_rpow hp).2 (Set.mem_Ici.2 hA.le) (Set.mem_Ici.2 hB.le) hα.le hβ.le hαβ
    simp only [smul_eq_mul] at j ⊢
    rw [hAx, hBy] at j
    exact h.trans j

/-- For a positive function, homogeneous of degree `p ≥ 1` on a cone, convexity of all
sublevel sets is equivalent to convexity of the function. -/
theorem quasiconvex_iff_convex {C : Set E} {p : ℝ} {f : E → ℝ} (hp : 1 ≤ p)
    (hC : IsScalingCone C) (hf : HomogeneousOn C p f) (hpos : ∀ x ∈ C, 0 < f x) :
    QuasiconvexOn ℝ C f ↔ ConvexOn ℝ C f :=
  ⟨fun hq => (subadditive_and_convex hp hC hf hpos hq).2, fun h => h.quasiconvexOn⟩

/-- For every degree `0 < p < 1` the power `x ^ p` on the positive half-line is positive,
homogeneous of degree `p` and has convex sublevel sets, but is not convex. -/
theorem degree_below_one_fails {p : ℝ} (hp : 0 < p) (hp1 : p < 1) :
    IsScalingCone (Ioi (0 : ℝ)) ∧ HomogeneousOn (Ioi (0 : ℝ)) p (fun x => x ^ p) ∧
      (∀ x ∈ Ioi (0 : ℝ), 0 < x ^ p) ∧ QuasiconvexOn ℝ (Ioi (0 : ℝ)) (fun x => x ^ p) ∧
      ¬ ConvexOn ℝ (Ioi (0 : ℝ)) (fun x => x ^ p) := by
  refine ⟨fun x hx t ht => mul_pos ht hx, fun x hx t ht => ?_,
    fun x hx => Real.rpow_pos_of_pos hx p, ?_, fun h => ?_⟩
  · exact Real.mul_rpow ht.le (Set.mem_Ioi.1 hx).le
  · refine MonotoneOn.quasiconvexOn (fun x hx y _ hxy => ?_) (convex_Ioi 0)
    exact Real.rpow_le_rpow (Set.mem_Ioi.1 hx).le hxy hp.le
  · -- strict concavity contradicts convexity at the midpoint of 1 and 2
    have m1 : (1 : ℝ) ∈ Ioi (0 : ℝ) := Set.mem_Ioi.2 (by norm_num)
    have m2 : (2 : ℝ) ∈ Ioi (0 : ℝ) := Set.mem_Ioi.2 (by norm_num)
    have hh : (0 : ℝ) < 1 / 2 := by norm_num
    have hsum : (1 / 2 : ℝ) + 1 / 2 = 1 := by norm_num
    have hne : (1 : ℝ) ≠ 2 := by norm_num
    have h1 := h.2 m1 m2 hh.le hh.le hsum
    have h2 := (Real.strictConcaveOn_rpow hp hp1).2 (Set.mem_Ici.2 (Set.mem_Ioi.1 m1).le)
      (Set.mem_Ici.2 (Set.mem_Ioi.1 m2).le) hne hh hh hsum
    exact absurd h2 (not_lt_of_ge h1)

/-- Kinetic energy of a particle in the plane with direction-dependent masses `m₁`, `m₂`,
as a function of its momentum. -/
def kineticEnergy (m₁ m₂ : ℝ) (k : ℝ × ℝ) : ℝ :=
  k.1 ^ 2 / (2 * m₁) + k.2 ^ 2 / (2 * m₂)

/-- For positive masses, on the half-plane of momenta with positive first component, the kinetic
energy is positive, homogeneous of degree two and has convex sublevel sets. -/
theorem kineticEnergy_witness {m₁ m₂ : ℝ} (h₁ : 0 < m₁) (h₂ : 0 < m₂) :
    IsScalingCone {k : ℝ × ℝ | 0 < k.1} ∧
      HomogeneousOn {k : ℝ × ℝ | 0 < k.1} 2 (kineticEnergy m₁ m₂) ∧
      (∀ k ∈ {k : ℝ × ℝ | 0 < k.1}, 0 < kineticEnergy m₁ m₂ k) ∧
      QuasiconvexOn ℝ {k : ℝ × ℝ | 0 < k.1} (kineticEnergy m₁ m₂) := by
  refine ⟨fun k hk t ht => mul_pos ht hk, fun k _ t _ => ?_, fun k hk => ?_, ?_⟩
  · simp only [kineticEnergy, Prod.smul_fst, Prod.smul_snd, smul_eq_mul, Real.rpow_two]
    ring
  · have hk1 : 0 < k.1 := hk
    unfold kineticEnergy
    positivity
  · refine ConvexOn.quasiconvexOn ⟨?_, ?_⟩
    · exact (convex_Ioi (0 : ℝ)).linear_preimage (LinearMap.fst ℝ ℝ ℝ)
    · intro k _ q _ a b ha hb hab
      obtain rfl : b = 1 - a := by linarith
      -- the convexity gap is a sum of squares
      have gap : 0 ≤ a * (1 - a) *
          ((k.1 - q.1) ^ 2 / (2 * m₁) + (k.2 - q.2) ^ 2 / (2 * m₂)) := by positivity
      simp only [kineticEnergy, Prod.fst_add, Prod.snd_add, Prod.smul_fst, Prod.smul_snd,
        smul_eq_mul]
      linear_combination gap

end

end HomogeneousSublevelConvexity
```

```lean
#print axioms HomogeneousSublevelConvexity.zero_notMem
#print axioms HomogeneousSublevelConvexity.quasiconvex_iff_convex
#print axioms HomogeneousSublevelConvexity.degree_below_one_fails
```

```
'HomogeneousSublevelConvexity.zero_notMem' depends on axioms: [propext, Classical.choice, Quot.sound]
'HomogeneousSublevelConvexity.quasiconvex_iff_convex' depends on axioms: [propext, Classical.choice, Quot.sound]
'HomogeneousSublevelConvexity.degree_below_one_fails' depends on axioms: [propext, Classical.choice, Quot.sound]
```

## What the theorems say

The main theorem is `subadditive_and_convex`. The space `E` is any real vector space, with no norm, topology or finite dimension required. `IsScalingCone C` says that $C$ is closed under positive scaling, and `HomogeneousOn C p f` is the scaling law with a real exponent. `QuasiconvexOn ℝ C f` says that every sublevel set within $C$ is convex. `ConvexOn ℝ C f` says that $C$ itself is convex and that $f$ satisfies the convexity inequality on it. The function is defined on all of `E`, but only its values on $C$ matter.

Two properties of the cone are derived. It is convex, because any two of its points lie in a common sublevel set. It omits the origin, because $f(0)=2^pf(0)$ contradicts $f(0)>0$ when $p>0$; this is `zero_notMem`.

Positivity is a real restriction: energies that vanish or change sign on $C$ are not covered. The zero of energy is not free either: adding a nonzero constant to $f$ would break the scaling law. The conclusion is convexity, not strict convexity.

As an example, take a single non-interacting carrier with a constant effective-mass tensor, and measure momentum and energy from the band extremum, so that the energy is quadratic in momentum. On a convex cone of momenta where this energy is positive, `quasiconvex_iff_convex` says that the energy is convex exactly when all its sublevel sets in the cone are. The extremum itself, where the energy vanishes, is not in such a cone, so the theorem does not cover the whole momentum space at once.

## How the proof follows the calculation

`add_mem_and_le` is the bound for sums. Its inner statement `unit` moves a point into the unit sublevel set, `hz` applies convexity there, and `e` is the identity $x+y=(a+b)z$, proved by comparing the coefficients of $x$ and $y$.

`root_subadditive` inserts the roots for $a$ and $b$ and needs only $p>0$. In `subadditive_and_convex`, `convexOn_iff_forall_pos` reduces convexity to strictly positive weights. The step `h` is then the first inequality of the convexity chain, and `j`, from `convexOn_rpow`, is the second. `quasiconvex_iff_convex` adds the converse.

`degree_below_one_fails` treats $x^p$ on the half-line for every $0<p<1$. This function is increasing, so its sublevel sets are convex, but strict concavity at the midpoint of $1$ and $2$ rules out convexity. For $p=1/2$ the midpoint value is $\sqrt{1.5}\approx1.225$, above the average $(1+\sqrt2)/2\approx1.207$.

`kineticEnergy_witness` verifies the hypotheses for $T$ with any positive masses on the half-plane $k_1>0$, a convex cone that avoids the origin. It obtains the convex sublevel sets from the convexity of $T$, so it serves as an example of the hypotheses and not as a new route to that convexity. The sum of squares called `gap` is the right-hand side of

$$aT(k)+(1-a)T(q)-T(ak+(1-a)q)=a(1-a)\,T(k-q)\ge0,\qquad 0\le a\le1.$$
